# For one spin-orbital and constant K, recycling the DFT+U kernel K − U as the next U can only converge to K/2

I run a DFT+U calculation with some input \(U\), probe the Hubbard orbital with a small potential shift, and extract an interaction parameter from the linear response. The Hubbard term is active during the probe, so its own curvature enters the response. If the underlying functional has kernel \(K\), I believe I get back \(K-U\). If I then mix this number into the next input and repeat, the loop should settle at \(K/2\), if it settles at all, and not at \(K\). Can this be made rigorous and machine-checked, including exactly which mixing weights converge?

## The Hubbard curvature enters the response

Yes, for a single spin-orbital whose Hubbard potential responds during the probe, and for a loop in which \(K\) stays the same from one input to the next.

Let \(n\) be the occupation of this spin-orbital, called the orbital from here on. The factor \(K/2\) depends on this choice: if both spins of a spatial orbital are equally filled and the response is measured in their total occupation, the Hubbard potential has slope \(-U/2\) in that variable, not \(-U\). The Hubbard energy and its derivatives are

\[
E_U(n)=\frac U2\,n(1-n),\qquad v_U(n)=E_U'(n)=U\left(\tfrac12-n\right),\qquad v_U'(n)=-U .
\]

Apply a probe potential \(\alpha\). The occupation solves the self-consistency equation

\[
n(\alpha)=g\bigl(\alpha+v(n(\alpha))+v_U(n(\alpha))\bigr),
\]

where \(g\) gives the occupation in a fixed total potential and \(v\) is the interaction potential of the underlying functional. At the working point \(\alpha_0\), let \(g\) have slope \(\chi_0\neq0\) (the bare response), let \(v\) have slope \(K\), and let \(\chi=dn/d\alpha\) be the full response. The chain rule gives

\[
\chi=\chi_0\bigl(1+K\chi-U\chi\bigr).
\]

If \(\chi\) were zero, this would read \(0=\chi_0\), which is excluded. Dividing by \(\chi_0\chi\) therefore gives

\[
\chi_0^{-1}-\chi^{-1}=K-U .
\]

The left side is the inferred kernel. If the Hubbard potential were frozen during the probe, the term \(-U\chi\) would be absent and the same formula would return \(K\).

## Each step multiplies the deviation from K/2 by 1 − 2a

Let \(x_m\) be the input at step \(m\) and \(a>0\) the mixing weight. Recycling the inferred kernel means

\[
x_{m+1}=(1-a)x_m+a(K-x_m).
\]

Subtracting \(K/2\) from both sides gives

\[
x_{m+1}-\tfrac K2=(1-2a)\left(x_m-\tfrac K2\right),
\qquad
x_m-\tfrac K2=(1-2a)^m\left(x_0-\tfrac K2\right).
\]

For \(0<a<1\) we have \(|1-2a|<1\), so the deviation decays and \(x_m\to K/2\).

For \(a\ge1\) we have \(|1-2a|\ge1\), so the deviation never falls below its initial size. Any limit \(L\) must satisfy \(L=(1-a)L+a(K-L)\), that is \(2a(L-K/2)=0\), hence \(L=K/2\). With \(x_0\neq K/2\) the deviation from \(K/2\) cannot tend to zero, so there is no limit.

The undamped case \(a=1\) shows the trouble plainly. Starting from plain DFT, \(x_0=0\), the inputs are \(0,K,0,K,\dots\): the first response calculation finds the right kernel and the second one discards it. At \(a=\tfrac12\) the loop lands on \(K/2\) after a single step.

One repair is to add the current input back before mixing. Since \((K-x_m)+x_m=K\), the deviation from \(K\) is then multiplied by \(1-a\) at each step, and the loop converges to \(K\) for \(0<a<2\).

For linear-response \(U\) in electronic-structure work, the lesson of this one-orbital model with a constant \(K\) is this: if the Hubbard potential responds during the probe, mixing in the inferred kernel uncorrected, with a weight \(a>0\), never converges to a nonzero \(K\).

## The Lean file

```lean
import Mathlib

open Filter Topology

namespace HubbardRecycling

noncomputable section

/-- The Hubbard correction energy `U/2 · n (1 - n)` of one orbital with occupation `n`. -/
def hubbardEnergy (U n : ℝ) : ℝ := U / 2 * n * (1 - n)

/-- The Hubbard potential `U (1/2 - n)` acting on the orbital. -/
def hubbardPotential (U n : ℝ) : ℝ := U * (1 / 2 - n)

/-- The linear-response kernel: inverse bare response minus inverse self-consistent response. -/
def inferredKernel (χ₀ χ : ℝ) : ℝ := χ₀⁻¹ - χ⁻¹

/-- The Hubbard potential is the derivative of the Hubbard energy with respect to the occupation,
and its own derivative is `-U`. -/
theorem hubbard_kernel (U n : ℝ) :
    HasDerivAt (hubbardEnergy U) (hubbardPotential U n) n ∧
      HasDerivAt (hubbardPotential U) (-U) n := by
  constructor
  · have h : HasDerivAt (fun x : ℝ => U / 2 * x * (1 - x))
        (U / 2 * 1 * (1 - n) + U / 2 * n * (-1)) n :=
      ((hasDerivAt_id' n).const_mul (U / 2)).fun_mul ((hasDerivAt_id' n).const_sub 1)
    have e : U / 2 * 1 * (1 - n) + U / 2 * n * (-1) = hubbardPotential U n := by
      unfold hubbardPotential
      ring
    rw [e] at h
    exact h
  · have h : HasDerivAt (fun x : ℝ => U * (1 / 2 - x)) (U * (-1)) n :=
      ((hasDerivAt_id' n).const_sub (1 / 2)).const_mul U
    have e : U * (-1) = -U := by ring
    rw [e] at h
    exact h

/-- Let the occupation `n α` respond self-consistently to a probe `α`, the interaction potential
`v` and the Hubbard potential with input `U`. If `v` has slope `K` and the bare response `χ₀` is
nonzero, then the full response `χ` is nonzero and the inferred kernel is `K - U`. -/
theorem inferredKernel_eq (g v n : ℝ → ℝ) (χ₀ χ K U α₀ : ℝ) (hχ₀ : χ₀ ≠ 0)
    (hsc : ∀ α, n α = g (α + v (n α) + hubbardPotential U (n α)))
    (hg : HasDerivAt g χ₀ (α₀ + v (n α₀) + hubbardPotential U (n α₀)))
    (hv : HasDerivAt v K (n α₀)) (hn : HasDerivAt n χ α₀) :
    χ ≠ 0 ∧ inferredKernel χ₀ χ = K - U := by
  have hU := (hubbard_kernel U (n α₀)).2
  -- response of the total potential to the probe
  have hpot : HasDerivAt (fun α => α + v (n α) + hubbardPotential U (n α))
      (1 + K * χ + (-U) * χ) α₀ :=
    ((hasDerivAt_id' α₀).fun_add (hv.comp α₀ hn)).fun_add (hU.comp α₀ hn)
  have hcomp : HasDerivAt n (χ₀ * (1 + K * χ + (-U) * χ)) α₀ := by
    have h := HasDerivAt.comp α₀ hg hpot
    have e : n = fun α => g (α + v (n α) + hubbardPotential U (n α)) := funext hsc
    rw [e]
    exact h
  -- the screening equation for the response
  have hχ : χ = χ₀ * (1 + K * χ + (-U) * χ) := hn.unique hcomp
  have hne : χ ≠ 0 := by
    intro h0
    rw [h0] at hχ
    apply hχ₀
    linarith
  refine ⟨hne, ?_⟩
  have h1 : χ₀⁻¹ - χ⁻¹ = (χ - χ₀) / (χ₀ * χ) := by field_simp
  unfold inferredKernel
  rw [h1, div_eq_iff (mul_ne_zero hχ₀ hne)]
  linear_combination hχ

/-- The linear model with `g t = -t`, `v n = 3 n`, `U = 1` and `n α = -(α + 1/2)/3` is
self-consistent, with bare response `-1`, interaction kernel `3` and full response `-1/3`. -/
theorem inferredKernel_eq_witness :
    (∀ α : ℝ, -(α + 1 / 2) / 3 =
      -(α + 3 * (-(α + 1 / 2) / 3) + hubbardPotential 1 (-(α + 1 / 2) / 3))) ∧
    ∀ t : ℝ, HasDerivAt (fun s : ℝ => -s) (-1) t ∧ HasDerivAt (fun s : ℝ => 3 * s) 3 t ∧
      HasDerivAt (fun s : ℝ => -(s + 1 / 2) / 3) (-1 / 3) t := by
  refine ⟨fun α => ?_, fun t => ⟨(hasDerivAt_id' t).fun_neg, ?_, ?_⟩⟩
  · unfold hubbardPotential
    ring
  · exact ((hasDerivAt_id' t).const_mul 3).congr_deriv (by norm_num)
  · exact ((hasDerivAt_id' t).add_const (1 / 2 : ℝ)).fun_neg.div_const 3

variable {E : Type*} [NormedAddCommGroup E] [NormedSpace ℝ E]

/-- Naive recycling: the input `x` is mixed, with weight `a`, with the kernel `K - x`
inferred at that input. -/
def recycle (a : ℝ) (K x₀ : E) : ℕ → E
  | 0 => x₀
  | m + 1 => (1 - a) • recycle a K x₀ m + a • (K - recycle a K x₀ m)

/-- Corrected recycling: the input `x` is added back to the inferred kernel `K - x`
before mixing. -/
def correctedRecycle (a : ℝ) (K x₀ : E) : ℕ → E
  | 0 => x₀
  | m + 1 => (1 - a) • correctedRecycle a K x₀ m +
      a • ((K - correctedRecycle a K x₀ m) + correctedRecycle a K x₀ m)

/-- After `m` steps of naive recycling the deviation from `K/2` is `(1 - 2a)^m` times
the initial one. -/
theorem recycle_error (a : ℝ) (K x₀ : E) (m : ℕ) :
    recycle a K x₀ m - (1 / 2 : ℝ) • K = (1 - 2 * a) ^ m • (x₀ - (1 / 2 : ℝ) • K) := by
  induction m with
  | zero => simp [recycle]
  | succ m ih =>
    calc recycle a K x₀ (m + 1) - (1 / 2 : ℝ) • K
        = (1 - 2 * a) • (recycle a K x₀ m - (1 / 2 : ℝ) • K) := by
          simp only [recycle]
          module
      _ = _ := by rw [ih, smul_smul, pow_succ']

/-- A sequence whose deviation from `L` is `r^m` times a fixed vector, with `|r| < 1`,
converges to `L`. -/
theorem tendsto_of_error {r : ℝ} (hr : |r| < 1) {y : ℕ → E} {L d : E}
    (hy : ∀ m, y m - L = r ^ m • d) : Tendsto y atTop (𝓝 L) := by
  have h := ((tendsto_pow_atTop_nhds_zero_of_abs_lt_one hr).smul_const d).add_const L
  rw [zero_smul, zero_add] at h
  refine h.congr (fun m => ?_)
  rw [← hy m, sub_add_cancel]

/-- Any limit of naive recycling with nonzero mixing is `K/2`. -/
theorem recycle_limit {a : ℝ} (ha : a ≠ 0) {K x₀ L : E}
    (hL : Tendsto (recycle a K x₀) atTop (𝓝 L)) : L = (1 / 2 : ℝ) • K := by
  have h1 : Tendsto (fun m => recycle a K x₀ (m + 1)) atTop (𝓝 L) :=
    hL.comp (tendsto_add_atTop_nat 1)
  have h2 : Tendsto (fun m => recycle a K x₀ (m + 1)) atTop
      (𝓝 ((1 - a) • L + a • (K - L))) := by
    simp only [recycle]
    exact (hL.const_smul (1 - a)).add ((tendsto_const_nhds.sub hL).const_smul a)
  -- the limit is a fixed point of the update
  have e := tendsto_nhds_unique h1 h2
  have h0 : (2 * a) • (L - (1 / 2 : ℝ) • K) = 0 := by
    calc (2 * a) • (L - (1 / 2 : ℝ) • K) = L - ((1 - a) • L + a • (K - L)) := by module
      _ = 0 := sub_eq_zero.mpr e
  exact sub_eq_zero.mp ((smul_eq_zero.mp h0).resolve_left (mul_ne_zero two_ne_zero ha))

/-- For mixing `a > 0` and a start other than `K/2`, naive recycling converges exactly when
`a < 1`, and then its limit is `K/2`. -/
theorem recycle_converges_iff {a : ℝ} (ha : 0 < a) {K x₀ : E} (hx : x₀ ≠ (1 / 2 : ℝ) • K) :
    ((∃ L, Tendsto (recycle a K x₀) atTop (𝓝 L)) ↔ a < 1) ∧
      (a < 1 → Tendsto (recycle a K x₀) atTop (𝓝 ((1 / 2 : ℝ) • K))) := by
  have hconv : a < 1 → Tendsto (recycle a K x₀) atTop (𝓝 ((1 / 2 : ℝ) • K)) := fun h =>
    tendsto_of_error (abs_lt.mpr ⟨by linarith, by linarith⟩) (recycle_error a K x₀)
  refine ⟨⟨?_, fun h => ⟨_, hconv h⟩⟩, hconv⟩
  rintro ⟨L, hL⟩
  by_contra h
  have h1 : 1 ≤ |1 - 2 * a| := le_abs.mpr (Or.inr (by linarith [not_lt.mp h]))
  rw [recycle_limit ha.ne' hL] at hL
  have hn := tendsto_iff_norm_sub_tendsto_zero.mp hL
  -- for `a ≥ 1` the deviation never falls below its initial size
  have hb : ∀ m, ‖x₀ - (1 / 2 : ℝ) • K‖ ≤ ‖recycle a K x₀ m - (1 / 2 : ℝ) • K‖ := by
    intro m
    rw [recycle_error, norm_smul, norm_pow, Real.norm_eq_abs]
    exact le_mul_of_one_le_left (norm_nonneg _) (one_le_pow₀ h1)
  have h0 := ge_of_tendsto' hn hb
  exact hx (sub_eq_zero.mp (norm_le_zero_iff.mp h0))

/-- Naive recycling with `a > 0` never converges to a nonzero bare kernel `K`. -/
theorem recycle_not_tendsto_bare {a : ℝ} (ha : 0 < a) {K : E} (hK : K ≠ 0) (x₀ : E) :
    ¬ Tendsto (recycle a K x₀) atTop (𝓝 K) := by
  intro h
  have e := recycle_limit ha.ne' h
  have h0 : (1 / 2 : ℝ) • K = 0 := by
    calc (1 / 2 : ℝ) • K = K - (1 / 2 : ℝ) • K := by module
      _ = 0 := sub_eq_zero.mpr e
  exact hK ((smul_eq_zero.mp h0).resolve_left (by norm_num))

/-- Corrected recycling converges to the bare kernel `K` from every start
when `0 < a < 2`. -/
theorem correctedRecycle_tendsto {a : ℝ} (ha : 0 < a) (ha2 : a < 2) (K x₀ : E) :
    Tendsto (correctedRecycle a K x₀) atTop (𝓝 K) := by
  have herr : ∀ m, correctedRecycle a K x₀ m - K = (1 - a) ^ m • (x₀ - K) := by
    intro m
    induction m with
    | zero => simp [correctedRecycle]
    | succ m ih =>
      calc correctedRecycle a K x₀ (m + 1) - K
          = (1 - a) • (correctedRecycle a K x₀ m - K) := by
            simp only [correctedRecycle]
            module
        _ = _ := by rw [ih, smul_smul, pow_succ']
  exact tendsto_of_error (abs_lt.mpr ⟨by linarith, by linarith⟩) herr

end

end HubbardRecycling
```

```lean
#print axioms HubbardRecycling.inferredKernel_eq
#print axioms HubbardRecycling.recycle_converges_iff
#print axioms HubbardRecycling.recycle_not_tendsto_bare
#print axioms HubbardRecycling.correctedRecycle_tendsto
```

```
'HubbardRecycling.inferredKernel_eq' depends on axioms: [propext, Classical.choice, Quot.sound]
'HubbardRecycling.recycle_converges_iff' depends on axioms: [propext, Classical.choice, Quot.sound]
'HubbardRecycling.recycle_not_tendsto_bare' depends on axioms: [propext, Classical.choice, Quot.sound]
'HubbardRecycling.correctedRecycle_tendsto' depends on axioms: [propext, Classical.choice, Quot.sound]
```

## What the theorems say about the physics

`hubbardEnergy`, `hubbardPotential` and `inferredKernel` are the three formulas above. `HasDerivAt f c t` says that `f` is differentiable at `t` with derivative `c`.

In `inferredKernel_eq`, the hypothesis `hsc` is the self-consistency equation, required at every probe strength `α`. The hypotheses `hg`, `hv` and `hn` supply the slopes \(\chi_0\), \(K\) and \(\chi\) at the working point. The functions may be nonlinear. That a differentiable self-consistent solution exists is assumed, and occupations are not confined to the interval from 0 to 1. The sign convention is that `α` adds to the potential, so an ordinary response is negative.

`inferredKernel_eq_witness` gives a linear model that meets these hypotheses, with \(\chi_0=-1\), \(K=3\), \(U=1\) and \(\chi=-1/3\). Its inferred kernel is \(-1+3=2=K-U\).

The iteration `recycle a K x₀ m` is \(x_m\). It lives in an arbitrary real normed space `E`, with `•` for multiplication by a real number, so \(K\) may be a number or an array of site-resolved parameters. The response theorem covers only the scalar case; for arrays, the rule \(K-x\) is an input to the definition. Even for numbers, `recycle` takes one fixed \(K\), whereas in a real material the slope of \(v\) can change as the input \(U\) shifts the occupation.

`recycle_converges_iff` has two parts, for \(a>0\) and \(x_0\neq K/2\): some limit exists if and only if \(a<1\), and in that case the sequence tends to \(K/2\). `recycle_not_tendsto_bare` says that for \(a>0\) and \(K\neq0\) the sequence does not tend to \(K\) from any start. `correctedRecycle_tendsto` gives convergence of the repaired loop to \(K\) when \(0<a<2\).

The hypotheses on the loop matter:

- **Start at \(K/2\).** The sequence is constant and converges even for \(a=5\), so the "exactly when" fails.
- **Mixing \(a=0\).** The sequence stays at \(x_0\), which for \(x_0\neq K/2\) is a limit other than \(K/2\).
- **Kernel \(K=0\).** The values \(K/2\) and \(K\) coincide, and the naive loop with \(0<a<1\) does converge to \(K\).

## How the proofs follow the calculation

`hubbard_kernel` applies the product rule to the energy and differentiates the resulting potential once more.

In `inferredKernel_eq`, `hpot` differentiates the total potential and `hcomp` passes that derivative through \(g\). The function \(n\) now has two derivatives at the same point, \(\chi\) and the chain-rule expression. Uniqueness of the derivative, `hn.unique hcomp`, equates them and yields the screening equation `hχ`. Setting \(\chi=0\) there contradicts \(\chi_0\neq0\). The difference of inverses is then written as \((\chi-\chi_0)/(\chi_0\chi)\), the denominator is cleared, and `linear_combination hχ` finishes the algebra.

`recycle_error` proves the power law by induction on \(m\); the `module` tactic checks the one-step identity in the vector space. `tendsto_of_error` turns such a law with \(|r|<1\) into convergence, and it serves both loops.

`recycle_limit` is the fixed-point argument. The shifted sequence \(x_{m+1}\) tends to \(L\), and by continuity of the update it also tends to \((1-a)L+a(K-L)\). Limits are unique, so the two agree, and \(a\neq0\) allows division by \(2a\).

In `recycle_converges_iff`, the direction from \(a<1\) to convergence combines the power law with `tendsto_of_error`. For the converse, the proof supposes a limit and \(a\ge1\). By `recycle_limit` the limit is \(K/2\), so the norm of the deviation tends to zero, while `hb` bounds it below by \(\|x_0-K/2\|\). That norm must then vanish, against the assumption on the start.

`recycle_not_tendsto_bare` uses `recycle_limit` again: a limit \(K\) would give \(K=K/2\), hence \(K=0\). `correctedRecycle_tendsto` repeats the induction with the factor \(1-a\), whose absolute value is below one for \(0<a<2\).
